# Interpolating a C³ function of energy from value and slope at E₁ and value at E₂: the exact remainder

Q: Before any claim about local orbitals, what are the objects, and which conventions do they fix?

A: A real function $f$ of a real energy, and two energies $E_1\neq E_2$, with $f$ differentiable at $E_1$. Think of $f(E)=u(\rho,E)$, the radial solution inside an atomic sphere at one fixed radius $\rho$. The first energy supplies value and slope, as in the LAPW linearisation; the second supplies a value only. Define
$$C=\frac{f(E_2)-f(E_1)-f'(E_1)(E_2-E_1)}{(E_2-E_1)^2},$$
$$P(x)=f(E_1)+f'(E_1)(x-E_1)+C(x-E_1)^2 .$$
In the code $C$ is `curvature f E₁ E₂` and $P(x)$ is `interpolant f E₁ E₂ x`. Energies are plain real numbers, so any unit will do, and their order is free.

In Lean 4 with Mathlib:

```lean
import Mathlib

open Set

namespace LocalOrbitalSecondEnergy

noncomputable section

/-- Coefficient of the quadratic term fixed by the value of `f` at the second energy `E₂`,
for `E₁ ≠ E₂`. -/
def curvature (f : ℝ → ℝ) (E₁ E₂ : ℝ) : ℝ :=
  (f E₂ - f E₁ - deriv f E₁ * (E₂ - E₁)) / (E₂ - E₁) ^ 2

/-- The linearisation of `f` at `E₁` plus a quadratic correction from a second energy `E₂`, for `f`
differentiable at `E₁` and for `E₁ ≠ E₂`. -/
def interpolant (f : ℝ → ℝ) (E₁ E₂ x : ℝ) : ℝ :=
  f E₁ + deriv f E₁ * (x - E₁) + curvature f E₁ E₂ * (x - E₁) ^ 2
```

Q: Where is the local orbital in that? I see a Taylor polynomial with an adjusted last term.

A: Put $s=(x-E_1)/(E_2-E_1)$ and collect terms:
$$P(x)=(1-s^2)\,f(E_1)+(x-E_1)(1-s)\,f'(E_1)+s^2 f(E_2).$$
The weights depend on energy but not on $\rho$. So $P$ is a combination of $u(\rho,E_1)$, its energy derivative at $E_1$, and $u(\rho,E_2)$, the three radial functions from which such a local orbital is built.

Q: You chose the formula. Does it match the data?

A: At $x=E_1$ the last two terms of $P$ vanish, and the slope there is $f'(E_1)$, because the derivative of the square is zero. At $x=E_2$ the definition of $C$ cancels everything except $f(E_2)$. `interpolant_matches` states these three facts, with the slope expressed by `HasDerivAt`. Its proof differentiates the formula term by term and clears the nonzero denominator.

```lean
/-- For distinct energies and `f` differentiable at `E₁`, the interpolant has the value and slope of
`f` at `E₁` and the value of `f` at `E₂`. -/
theorem interpolant_matches (f : ℝ → ℝ) {E₁ E₂ : ℝ} (hE : E₁ ≠ E₂) :
    interpolant f E₁ E₂ E₁ = f E₁ ∧
    HasDerivAt (interpolant f E₁ E₂) (deriv f E₁) E₁ ∧
    interpolant f E₁ E₂ E₂ = f E₂ := by
  refine ⟨by simp [interpolant], ?_, ?_⟩
  · have h1 : HasDerivAt (fun s : ℝ => s - E₁) 1 E₁ := (hasDerivAt_id' E₁).sub_const E₁
    have h := ((h1.const_mul (deriv f E₁)).const_add (f E₁)).fun_add
      ((h1.fun_pow 2).const_mul (curvature f E₁ E₂))
    exact h.congr_deriv (by simp)
  · have hne : (E₂ - E₁) ^ 2 ≠ 0 := pow_ne_zero 2 (sub_ne_zero.mpr hE.symm)
    unfold interpolant curvature
    rw [div_mul_cancel₀ _ hne]
    ring
```

Q: Another quadratic might match as well.

A: It can't. Let $a+bt+ct^2$ match. Its slope condition is $b+2cE_1=f'(E_1)$. Subtracting the two value conditions gives
$$f(E_2)-f(E_1)=b(E_2-E_1)+c(E_2^2-E_1^2)=f'(E_1)(E_2-E_1)+c(E_2-E_1)^2,$$
so $c=C$, and expanding about $E_1$ gives $P$. In `interpolant_unique`, `hs` is the slope equation, obtained from uniqueness of derivatives, and `hc` is $c=C$.

```lean
/-- For distinct energies and `f` differentiable at `E₁`, any quadratic with the value and slope of
`f` at `E₁` and the value of `f` at `E₂` is the interpolant. -/
theorem interpolant_unique (f : ℝ → ℝ) {E₁ E₂ a b c : ℝ} (hE : E₁ ≠ E₂)
    (h₁ : a + b * E₁ + c * E₁ ^ 2 = f E₁)
    (hd : HasDerivAt (fun t : ℝ => a + b * t + c * t ^ 2) (deriv f E₁) E₁)
    (h₂ : a + b * E₂ + c * E₂ ^ 2 = f E₂) (x : ℝ) :
    a + b * x + c * x ^ 2 = interpolant f E₁ E₂ x := by
  have hs : b + 2 * c * E₁ = deriv f E₁ := by
    have h := (((hasDerivAt_id' E₁).const_mul b).const_add a).fun_add
      ((hasDerivAt_pow 2 E₁).const_mul c)
    have h' := h.unique hd
    norm_num at h'
    linarith
  have hne : (E₂ - E₁) ^ 2 ≠ 0 := pow_ne_zero 2 (sub_ne_zero.mpr hE.symm)
  have hc : curvature f E₁ E₂ = c := by
    unfold curvature
    rw [div_eq_iff hne]
    linear_combination h₁ - h₂ + (E₂ - E₁) * hs
  unfold interpolant
  rw [hc]
  linear_combination h₁ + (x - E₁) * hs
```

Q: Now the remainder. Where does a third derivative come from, when only three numbers were matched?

A: From counting zeros. Let $g$ be three times differentiable and vanish at three distinct points $p,q,x$, with $g'(p)=0$ as well. Rolle's theorem gives a zero of $g'$ strictly inside each of the two gaps between neighbouring points. The point $p$ is an end of a gap, so it is a third, distinct zero of $g'$. Rolle's theorem between neighbouring zeros of $g'$ gives two zeros of $g''$, and between those it gives one of $g'''$, all within the span of $p,q,x$.

In `rolle_double_zero` the functions `g₁`, `g₂`, `g₃` are the successive derivatives, tied together by `H₀`, `H₁`, `H₂`. Inside the proof, `R` is Rolle between two zeros, `T` goes from three zeros of $g'$ to one of $g'''$, and `Z` treats $p$ as the left, middle or right point. The final case split runs through the six orderings.

```lean
/-- If a three times differentiable function vanishes at three distinct points, and its slope
vanishes at the first of them, its third derivative vanishes somewhere in their span. -/
theorem rolle_double_zero {g g₁ g₂ g₃ : ℝ → ℝ}
    (H₀ : ∀ t, HasDerivAt g (g₁ t) t) (H₁ : ∀ t, HasDerivAt g₁ (g₂ t) t)
    (H₂ : ∀ t, HasDerivAt g₂ (g₃ t) t) {p q x : ℝ}
    (hpq : p ≠ q) (hxp : x ≠ p) (hxq : x ≠ q)
    (zp : g p = 0) (zq : g q = 0) (zx : g x = 0) (dp : g₁ p = 0) :
    ∃ y ∈ Icc (min x (min p q)) (max x (max p q)), g₃ y = 0 := by
  -- Rolle's theorem between two zeros
  have R : ∀ h h' : ℝ → ℝ, (∀ t, HasDerivAt h (h' t) t) → ∀ u v : ℝ, u < v →
      h u = 0 → h v = 0 → ∃ w, u < w ∧ w < v ∧ h' w = 0 := by
    intro h h' H u v huv hu hv
    obtain ⟨w, hw, hw0⟩ := exists_hasDerivAt_eq_zero huv
      (fun t _ => (H t).continuousAt.continuousWithinAt) (hu.trans hv.symm) (fun t _ => H t)
    exact ⟨w, hw.1, hw.2, hw0⟩
  -- three zeros of the slope give a zero of the third derivative
  have T : ∀ u v w : ℝ, u < v → v < w → g₁ u = 0 → g₁ v = 0 → g₁ w = 0 →
      ∃ y, u < y ∧ y < w ∧ g₃ y = 0 := by
    intro u v w huv hvw hu hv hw
    obtain ⟨r, hr1, hr2, hr⟩ := R g₁ g₂ H₁ u v huv hu hv
    obtain ⟨s, hs1, hs2, hs⟩ := R g₁ g₂ H₁ v w hvw hv hw
    obtain ⟨y, hy1, hy2, hy⟩ := R g₂ g₃ H₂ r s (hr2.trans hs1) hr hs
    exact ⟨y, hr1.trans hy1, hy2.trans hs2, hy⟩
  -- the double zero may be the left, middle or right one of the ordered points
  have Z : ∀ a b c : ℝ, min x (min p q) ≤ a → c ≤ max x (max p q) → a < b → b < c →
      g a = 0 → g b = 0 → g c = 0 → (p = a ∨ p = b ∨ p = c) →
      ∃ y ∈ Icc (min x (min p q)) (max x (max p q)), g₃ y = 0 := by
    intro a b c hl hu hab hbc ha hb hc hp
    obtain ⟨r, hr1, hr2, hr⟩ := R g g₁ H₀ a b hab ha hb
    obtain ⟨s, hs1, hs2, hs⟩ := R g g₁ H₀ b c hbc hb hc
    rcases hp with h | h | h
    · obtain ⟨y, h1, h2, h3⟩ := T p r s (by linarith) (by linarith) dp hr hs
      exact ⟨y, ⟨by linarith, by linarith⟩, h3⟩
    · obtain ⟨y, h1, h2, h3⟩ := T r p s (by linarith) (by linarith) hr dp hs
      exact ⟨y, ⟨by linarith, by linarith⟩, h3⟩
    · obtain ⟨y, h1, h2, h3⟩ := T r s p (by linarith) (by linarith) hr hs dp
      exact ⟨y, ⟨by linarith, by linarith⟩, h3⟩
  rcases lt_or_gt_of_ne hpq with h | h
  · rcases lt_or_gt_of_ne hxp with h' | h'
    · exact Z x p q (by simp) (by simp) h' h zx zp zq (by simp)
    · rcases lt_or_gt_of_ne hxq with k | k
      · exact Z p x q (by simp) (by simp) h' k zp zx zq (by simp)
      · exact Z p q x (by simp) (by simp) h k zp zq zx (by simp)
  · rcases lt_or_gt_of_ne hxq with h' | h'
    · exact Z x q p (by simp) (by simp) h' h zx zq zp (by simp)
    · rcases lt_or_gt_of_ne hxp with k | k
      · exact Z q x p (by simp) (by simp) h' k zq zx zp (by simp)
      · exact Z q p x (by simp) (by simp) h k zq zp zx (by simp)
```

Q: And how does that become an error formula?

A: If $x=E_1$ or $x=E_2$, both sides are zero and $y=x$ serves. Otherwise let $w(t)=(t-E_1)^2(t-E_2)$, choose $K$ with $f(x)-P(x)=K\,w(x)$, and set $g=f-P-Kw$. Then $g$ vanishes at $E_1$, $E_2$ and $x$, and $g'(E_1)=0$. The derivatives of $w$ are
$$w'=2(t-E_1)(t-E_2)+(t-E_1)^2,\quad w''=4(t-E_1)+2(t-E_2),\quad w'''=6.$$
Since $P'''=0$, the zero $y$ of $g'''$ satisfies $f'''(y)=6K$. Hence
$$f(x)-P(x)=\frac{f'''(y)}{6}(x-E_1)^2(x-E_2).$$

In the proof, `hK` fixes $K$, `G0`, `G1` and `G2` are the three differentiations of $g$, and the last `linear_combination` substitutes $6K$.

```lean
/-- For a C³ function of energy and distinct `E₁`, `E₂`, the interpolation error at `x` is
`f'''(y) (x - E₁)² (x - E₂) / 6` for some `y` in the smallest interval containing
`x`, `E₁` and `E₂`. -/
theorem interpolation_error {f : ℝ → ℝ} (hf : ContDiff ℝ 3 f) {E₁ E₂ : ℝ}
    (hE : E₁ ≠ E₂) (x : ℝ) :
    ∃ y ∈ Icc (min x (min E₁ E₂)) (max x (max E₁ E₂)),
      f x - interpolant f E₁ E₂ x =
        iteratedDeriv 3 f y * (x - E₁) ^ 2 * (x - E₂) / 6 := by
  obtain ⟨m₁, -, m₂⟩ := interpolant_matches f hE
  by_cases hx1 : x = E₁
  · exact ⟨x, ⟨by simp, by simp⟩, by rw [hx1, m₁]; ring⟩
  by_cases hx2 : x = E₂
  · exact ⟨x, ⟨by simp, by simp⟩, by rw [hx2, m₂]; ring⟩
  have D : ∀ m : ℕ, m < 3 → ∀ t,
      HasDerivAt (iteratedDeriv m f) (iteratedDeriv (m + 1) f t) t := by
    intro m hm t
    rw [iteratedDeriv_succ]
    exact (hf.differentiable_iteratedDeriv m (by exact_mod_cast hm) t).hasDerivAt
  have D0 : ∀ t, HasDerivAt f (deriv f t) t := by
    intro t
    have h := D 0 (by norm_num) t
    rw [zero_add, iteratedDeriv_zero, iteratedDeriv_one] at h
    exact h
  have D1 : ∀ t, HasDerivAt (deriv f) (iteratedDeriv 2 f t) t := by
    intro t
    have h := D 1 (by norm_num) t
    rw [iteratedDeriv_one] at h
    exact h
  have D2 : ∀ t, HasDerivAt (iteratedDeriv 2 f) (iteratedDeriv 3 f t) t :=
    D 2 (by norm_num)
  -- choose K so that the corrected error also vanishes at x
  have hne : (x - E₁) ^ 2 * (x - E₂) ≠ 0 :=
    mul_ne_zero (pow_ne_zero 2 (sub_ne_zero.mpr hx1)) (sub_ne_zero.mpr hx2)
  obtain ⟨K, hK⟩ : ∃ K, f x - interpolant f E₁ E₂ x = K * ((x - E₁) ^ 2 * (x - E₂)) :=
    ⟨_, (div_mul_cancel₀ _ hne).symm⟩
  have hKx := hK
  unfold interpolant at hKx m₂
  set d := deriv f E₁ with hd
  set C := curvature f E₁ E₂
  have h1 : ∀ t, HasDerivAt (fun s : ℝ => s - E₁) 1 t :=
    fun t => (hasDerivAt_id' t).sub_const E₁
  have h2 : ∀ t, HasDerivAt (fun s : ℝ => s - E₂) 1 t :=
    fun t => (hasDerivAt_id' t).sub_const E₂
  have G0 : ∀ t, HasDerivAt
      (fun s => f s - (f E₁ + d * (s - E₁) + C * ((s - E₁) * (s - E₁)))
        - K * ((s - E₁) * (s - E₁) * (s - E₂)))
      (deriv f t - (d + C * (2 * (t - E₁)))
        - K * (2 * (t - E₁) * (t - E₂) + (t - E₁) * (t - E₁))) t := fun t =>
    (((D0 t).fun_sub ((((h1 t).const_mul d).const_add (f E₁)).fun_add
      (((h1 t).fun_mul (h1 t)).const_mul C))).fun_sub
      ((((h1 t).fun_mul (h1 t)).fun_mul (h2 t)).const_mul K)).congr_deriv (by ring)
  have G1 : ∀ t, HasDerivAt
      (fun s => deriv f s - (d + C * (2 * (s - E₁)))
        - K * (2 * (s - E₁) * (s - E₂) + (s - E₁) * (s - E₁)))
      (iteratedDeriv 2 f t - C * 2 - K * (4 * (t - E₁) + 2 * (t - E₂))) t := fun t =>
    (((D1 t).fun_sub ((((h1 t).const_mul 2).const_mul C).const_add d)).fun_sub
      (((((h1 t).const_mul 2).fun_mul (h2 t)).fun_add
        ((h1 t).fun_mul (h1 t))).const_mul K)).congr_deriv (by ring)
  have G2 : ∀ t, HasDerivAt
      (fun s => iteratedDeriv 2 f s - C * 2 - K * (4 * (s - E₁) + 2 * (s - E₂)))
      (iteratedDeriv 3 f t - K * 6) t := fun t =>
    (((D2 t).sub_const (C * 2)).fun_sub
      ((((h1 t).const_mul 4).fun_add ((h2 t).const_mul 2)).const_mul K)).congr_deriv
      (by ring)
  obtain ⟨y, hy, h0⟩ := rolle_double_zero G0 G1 G2 hE hx1 hx2
    (by ring) (by linear_combination -m₂) (by linear_combination hKx)
    (by rw [← hd]; ring)
  have h3 : iteratedDeriv 3 f y - K * 6 = 0 := h0
  refine ⟨y, hy, ?_⟩
  rw [hK]
  linear_combination (-((x - E₁) ^ 2 * (x - E₂)) / 6) * h3
```

Q: Read me the statement itself. I want to know what I'm assuming.

A: For every $f$ with three continuous derivatives on the whole real line (`ContDiff ℝ 3 f`), all distinct $E_1,E_2$ and every real $x$, some $y$ in the closed interval from the smallest to the largest of $x,E_1,E_2$ satisfies that equation. `Icc` is the closed interval, and `iteratedDeriv 3 f` is $f'''$. The energy $x$ may lie outside the two reference energies, so extrapolation is included.

Physically, the smoothness hypothesis stands for a fixed potential and a normalisation of $u$ that varies smoothly with energy. It rules out, for instance, a logarithmic derivative with poles in energy.

Q: Give me numbers.

A: Take $f(t)=t^4$, $E_1=0$, $E_2=1$, $x=\tfrac12$. Then $f(0)=f'(0)=0$ and $f(1)=1$, so $P(x)=x^2$ and the error is $\tfrac1{16}-\tfrac14=-\tfrac3{16}$. With $f'''(y)=24y$, the right-hand side is $24y\cdot\tfrac14\cdot(-\tfrac12)/6=-y/2$. So $y=\tfrac38$, inside $[0,1]$.

Q: The bare linearisation at $E_1$ is zero there, with error only $\tfrac1{16}$. Your second energy made things worse!

A: At that $x$, yes. At $x=1$ the linearisation is wrong by 1 and $P$ is exact. The second energy buys an error bound over the window that is cubic in $|E_2-E_1|$, where the linearisation has a quadratic one; it does not buy an improvement at each point.

Q: How much control, if I don't know $y$?

A: Suppose $|f'''|\le M$ between the two energies, and let $x$ lie there too. Write $\alpha=|x-E_1|$ and $\beta=|x-E_2|$, so $\alpha+\beta=|E_2-E_1|$. From
$$4(\alpha+\beta)^3-27\alpha^2\beta=(\alpha-2\beta)^2(4\alpha+\beta)\ge0$$
we get $\alpha^2\beta\le\tfrac4{27}|E_2-E_1|^3$. Multiplying by $M/6$ gives
$$|f(x)-P(x)|\le\frac{2M}{81}|E_2-E_1|^3 .$$
In `uniform_error_bound`, `hsum` is the sum of distances, `hcub` the cubic inequality, and `hprod` combines it with the bound on $f'''$.

```lean
/-- If `|f'''| ≤ M` between distinct energies `E₁` and `E₂`, the interpolation error of a C³
function there is at most `2 M |E₂ - E₁|³ / 81`. -/
theorem uniform_error_bound {f : ℝ → ℝ} (hf : ContDiff ℝ 3 f) {E₁ E₂ M : ℝ}
    (hE : E₁ ≠ E₂)
    (hM : ∀ y ∈ Icc (min E₁ E₂) (max E₁ E₂), |iteratedDeriv 3 f y| ≤ M)
    {x : ℝ} (hx : x ∈ Icc (min E₁ E₂) (max E₁ E₂)) :
    |f x - interpolant f E₁ E₂ x| ≤ 2 * M * |E₂ - E₁| ^ 3 / 81 := by
  obtain ⟨y, hy, h⟩ := interpolation_error hf hE x
  have hy' := hM y ⟨(le_min hx.1 le_rfl).trans hy.1, hy.2.trans (max_le hx.2 le_rfl)⟩
  have hM0 : 0 ≤ M := (abs_nonneg _).trans hy'
  -- the distances to the two energies add up to their separation
  have hsum : |E₂ - E₁| = |x - E₁| + |x - E₂| := by
    obtain ⟨hl, hu⟩ := hx
    rcases le_total E₁ E₂ with k | k
    · rw [min_eq_left k] at hl
      rw [max_eq_right k] at hu
      rw [abs_of_nonneg (sub_nonneg.mpr k), abs_of_nonneg (sub_nonneg.mpr hl),
        abs_of_nonpos (sub_nonpos.mpr hu)]
      ring
    · rw [min_eq_right k] at hl
      rw [max_eq_left k] at hu
      rw [abs_of_nonpos (sub_nonpos.mpr k), abs_of_nonpos (sub_nonpos.mpr hu),
        abs_of_nonneg (sub_nonneg.mpr hl)]
      ring
  have hcub : |x - E₁| ^ 2 * |x - E₂| ≤ 4 / 27 * |E₂ - E₁| ^ 3 := by
    rw [hsum]
    have hpos : 0 ≤ (|x - E₁| - 2 * |x - E₂|) ^ 2 * (4 * |x - E₁| + |x - E₂|) := by
      positivity
    linarith
  have habs : |f x - interpolant f E₁ E₂ x| =
      |iteratedDeriv 3 f y| * (|x - E₁| ^ 2 * |x - E₂|) / 6 := by
    rw [h, abs_div, abs_mul, abs_mul, abs_pow, abs_of_pos (by norm_num : (0 : ℝ) < 6)]
    ring
  have hprod : |iteratedDeriv 3 f y| * (|x - E₁| ^ 2 * |x - E₂|) ≤
      M * (4 / 27 * |E₂ - E₁| ^ 3) :=
    mul_le_mul hy' hcub (by positivity) hM0
  rw [habs]
  linarith
```

Q: Is $2/81$ just a convenient constant?

A: It is the best one. Equality in the cubic inequality needs $\alpha=2\beta$, two thirds of the way from $E_1$ to $E_2$. For $f(t)=t^3$ we have $f'''=6$ everywhere, and the error at that point is
$$\left(\tfrac23\right)^2\left(-\tfrac13\right)(E_2-E_1)^3=-\tfrac4{27}(E_2-E_1)^3,$$
whose size is the bound with $M=6$. `uniform_error_bound_sharp` computes the third derivative through `e1`, `e2`, `e3`, then applies the remainder formula at this point.

```lean
/-- The cubic `t³` has third derivative 6, and for distinct energies its interpolation error
two thirds of the way from `E₁` to `E₂` equals `2 · 6 |E₂ - E₁|³ / 81`. -/
theorem uniform_error_bound_sharp {E₁ E₂ : ℝ} (hE : E₁ ≠ E₂) :
    (∀ y, iteratedDeriv 3 (fun t : ℝ => t ^ 3) y = 6) ∧
    |(E₁ + 2 / 3 * (E₂ - E₁)) ^ 3 -
        interpolant (fun t : ℝ => t ^ 3) E₁ E₂ (E₁ + 2 / 3 * (E₂ - E₁))| =
      2 * 6 * |E₂ - E₁| ^ 3 / 81 := by
  have e1 : deriv (fun t : ℝ => t ^ 3) = fun t => 3 * t ^ 2 := by
    funext t
    exact ((hasDerivAt_pow 3 t).congr_deriv (by norm_num)).deriv
  have e2 : deriv (fun t : ℝ => 3 * t ^ 2) = fun t => 6 * t := by
    funext t
    exact (((hasDerivAt_pow 2 t).const_mul 3).congr_deriv (by simp; ring)).deriv
  have e3 : deriv (fun t : ℝ => 6 * t) = fun _ => 6 := by
    funext t
    exact (((hasDerivAt_id' t).const_mul 6).congr_deriv (mul_one _)).deriv
  have third : ∀ y, iteratedDeriv 3 (fun t : ℝ => t ^ 3) y = 6 := by
    intro y
    rw [iteratedDeriv_succ, iteratedDeriv_succ, iteratedDeriv_one, e1, e2, e3]
  refine ⟨third, ?_⟩
  have hf : ContDiff ℝ 3 (fun t : ℝ => t ^ 3) := by fun_prop
  obtain ⟨y, -, h⟩ := interpolation_error hf hE (E₁ + 2 / 3 * (E₂ - E₁))
  rw [third y] at h
  have h' : (E₁ + 2 / 3 * (E₂ - E₁)) ^ 3 -
      interpolant (fun t : ℝ => t ^ 3) E₁ E₂ (E₁ + 2 / 3 * (E₂ - E₁)) =
      -(4 / 27 * (E₂ - E₁) ^ 3) := by
    refine h.trans ?_
    ring
  rw [h', abs_neg, abs_mul, abs_pow, abs_of_pos (by norm_num : (0 : ℝ) < 4 / 27)]
  ring

end

end LocalOrbitalSecondEnergy
```

```lean
#print axioms LocalOrbitalSecondEnergy.interpolant_unique
#print axioms LocalOrbitalSecondEnergy.uniform_error_bound
#print axioms LocalOrbitalSecondEnergy.uniform_error_bound_sharp
```

```
'LocalOrbitalSecondEnergy.interpolant_unique' depends on axioms: [propext, Classical.choice, Quot.sound]
'LocalOrbitalSecondEnergy.uniform_error_bound' depends on axioms: [propext, Classical.choice, Quot.sound]
'LocalOrbitalSecondEnergy.uniform_error_bound_sharp' depends on axioms: [propext, Classical.choice, Quot.sound]
```

Q: My remaining doubt is that a radial function is not one number.

A: That is a real restriction. The theorem applies at each $\rho$ separately, and $y$ may change with $\rho$. One could have modelled $f$ as a map from energy into a normed space of radial functions. The equation with a single $y$ would then fail in general, since different components need different $y$, and the natural statement would be a bound on the norm of the error.

Q: So what may I take back to an LAPW calculation?

A: For a fixed potential and one radius at a time, you have a bound, cubic in the energy separation, on how well the three radial functions can reproduce the solution between $E_1$ and $E_2$. Matching at the sphere boundary, the interstitial region and the error of the resulting band energies do not enter the model.
